# With at most one excited molecule, the correlation energy per molecule of N noninteracting two-level molecules tends to zero as N grows

Suppose the correlation energy of a set of identical, well-separated molecules is computed with at most one double excitation in the whole system. Divided by the number of molecules, it looks like a property of one molecule, yet it shrinks as molecules are added. Comparing the set with its fragments then shows an apparent interaction where there is none.

For noninteracting two-level molecules, this failure of size consistency in truncated configuration interaction can be computed in closed form.

In Lean 4 with Mathlib:

```lean
import Mathlib

open Matrix Filter Topology

namespace TruncatedDoubles

noncomputable section
```

## Two levels per molecule

Each molecule is either in its ground configuration or doubly excited. The excitation costs 2D, so D is half the difference between the diagonal energies of the two configurations, and K is the Hamiltonian matrix element between the two configurations. A configuration σ of N molecules gives each a Boolean, with `true` for excited. Write tᵢσ for σ with molecule i switched.

```lean
/-- Switch molecule `i` between its ground and its doubly excited level. -/
def toggle {N : ℕ} (i : Fin N) (σ : Fin N → Bool) : Fin N → Bool :=
  fun j => if j = i then !σ j else σ j
```

With nᵢ(σ) = 1 if molecule i is excited and 0 otherwise, the Hamiltonian has the elements

H(σ,τ) = Σᵢ [2D nᵢ(σ) δ(τ,σ) + K δ(τ,tᵢσ)].

The all-ground configuration is taken as the Hartree–Fock reference. Its diagonal energy is zero, so the lowest eigenvalue is the correlation energy.

```lean
/-- The Hamiltonian of `N` noninteracting two-level molecules on all configurations:
each excited molecule costs `2D`, and `K` couples the two levels of each molecule. -/
def fullH (N : ℕ) (D K : ℝ) : Matrix (Fin N → Bool) (Fin N → Bool) ℝ :=
  Matrix.of fun σ τ => ∑ i, ((if τ = σ then (if σ i then 2 * D else 0) else 0) +
    (if τ = toggle i σ then K else 0))
```

The truncation keeps N+1 configurations: `none` is the all-ground one, and `some i` has only molecule i excited.

```lean
/-- The configurations with at most one excited molecule: none, or molecule `i` alone. -/
def config {N : ℕ} : Option (Fin N) → Fin N → Bool
  | none, _ => false
  | some i, j => decide (j = i)
```

The truncated matrix is a submatrix of the full one, not a separate model.

```lean
/-- The full Hamiltonian restricted to configurations with at most one excited molecule. -/
def truncatedH (N : ℕ) (D K : ℝ) : Matrix (Option (Fin N)) (Option (Fin N)) ℝ :=
  (fullH N D K).submatrix config config
```

A lowest eigenvalue is the least real number that has a nonzero real eigenvector. Both matrices are real and symmetric, so this is the ground-state energy.

```lean
/-- `E` is the least real eigenvalue of the matrix `A`. -/
def IsLowestEigenvalue {n : Type} [Fintype n] (A : Matrix n n ℝ) (E : ℝ) : Prop :=
  IsLeast {x : ℝ | ∃ v : n → ℝ, v ≠ 0 ∧ A *ᵥ v = x • v} E
```

The candidate for the truncated problem is

e(N) = D − √(D² + N K²).

```lean
/-- The closed-form energy `D - √(D² + N K²)`. -/
def truncatedEnergy (N : ℕ) (D K : ℝ) : ℝ := D - √(D ^ 2 + N * K ^ 2)
```

## The secular equation

Let e = D − √(D² + c) with c ≥ 0. Squaring e − D gives (e − D)² = D² + c, hence

e(e − 2D) = c.

Since the root is at least D, also e ≤ 0. Both energies use this, with c = N K² and c = K².

```lean
/-- For `D > 0` and `c ≥ 0`, the number `D - √(D² + c)` solves the secular equation
`x (x - 2D) = c` and is not positive. -/
theorem secular_root {D c : ℝ} (hD : 0 < D) (hc : 0 ≤ c) :
    (D - √(D ^ 2 + c)) * (D - √(D ^ 2 + c) - 2 * D) = c ∧ D - √(D ^ 2 + c) ≤ 0 := by
  have hs : √(D ^ 2 + c) ^ 2 = D ^ 2 + c := Real.sq_sqrt (by positivity)
  have hl : D ≤ √(D ^ 2 + c) := (Real.le_sqrt' hD).mpr (by linarith)
  exact ⟨by linear_combination hs, by linarith⟩
```

## Acting on a wavefunction

Summing over τ leaves one diagonal and one switched term per molecule:

(Hψ)(σ) = Σᵢ [2D nᵢ(σ) ψ(σ) + K ψ(tᵢσ)].

```lean
/-- The full Hamiltonian acts on a wavefunction as a sum of one-molecule terms. -/
theorem fullH_mulVec {N : ℕ} (D K : ℝ) (ψ : (Fin N → Bool) → ℝ) (σ : Fin N → Bool) :
    (fullH N D K *ᵥ ψ) σ =
      ∑ i, ((if σ i then 2 * D else 0) * ψ σ + K * ψ (toggle i σ)) := by
  simp only [fullH, Matrix.mulVec, dotProduct, Matrix.of_apply, Finset.sum_mul]
  rw [Finset.sum_comm]
  refine Finset.sum_congr rfl fun i _ => ?_
  simp only [add_mul, Finset.sum_add_distrib, ite_mul, zero_mul, Finset.sum_ite_eq',
    Finset.mem_univ, if_true]
```

Two different single-molecule excitations differ in two molecules, so one switch never connects them. With amplitudes v₀ for `none` and vᵢ for `some i`,

(Hv)₀ = K Σⱼ vⱼ,

(Hv)ᵢ = K v₀ + 2D vᵢ.

The proof checks which configurations one switch relates, then reads off the matrix elements.

```lean
/-- In the truncated space the ground configuration couples by `K` to every single-molecule
excitation, and these have energy `2D` and no coupling among themselves. -/
theorem truncatedH_mulVec {N : ℕ} (D K : ℝ) (v : Option (Fin N) → ℝ) :
    (truncatedH N D K *ᵥ v) none = K * ∑ j, v (some j) ∧
    ∀ i, (truncatedH N D K *ᵥ v) (some i) = K * v none + 2 * D * v (some i) := by
  -- which configurations are related by toggling one molecule
  have a1 (i : Fin N) : ¬ (config none = toggle i (config none)) := fun h => by
    have := congrFun h i
    simp [config, toggle] at this
  have a2 (i j : Fin N) : config (some j) = toggle i (config none) ↔ i = j := by
    constructor
    · intro h
      simpa [config, toggle] using congrFun h i
    · rintro rfl
      funext l
      by_cases h : l = i <;> simp [config, toggle, h]
  have a3 (i j : Fin N) : config none = toggle i (config (some j)) ↔ i = j := by
    constructor
    · intro h
      simpa [config, toggle] using congrFun h i
    · rintro rfl
      funext l
      by_cases h : l = i <;> simp [config, toggle, h]
  have a4 (i j k : Fin N) : ¬ (config (some k) = toggle i (config (some j))) := fun h => by
    have hi := congrFun h i
    have hj := congrFun h j
    have hk := congrFun h k
    by_cases h1 : i = j
    · subst h1
      by_cases h2 : i = k
      · subst h2
        simp [config, toggle] at hi
      · simp [config, toggle, Ne.symm h2] at hk
    · simp [config, toggle, Ne.symm h1] at hj
      subst hj
      simp [config, toggle, h1] at hi
  have b1 (j k : Fin N) : config (some k) = config (some j) ↔ k = j :=
    ⟨fun h => by simpa [config] using congrFun h k, fun h => by rw [h]⟩
  have b2 (j : Fin N) : ¬ (config none = config (some j)) := fun h => by
    have := congrFun h j
    simp [config] at this
  have c0 (i : Fin N) : config none i = false := rfl
  have c1 (i j : Fin N) : config (some j) i = decide (i = j) := rfl
  -- the matrix elements
  have e1 : truncatedH N D K none none = 0 := by simp [truncatedH, fullH, a1, c0]
  have e2 (j : Fin N) : truncatedH N D K none (some j) = K := by
    simp [truncatedH, fullH, a2, c0]
  have e3 (j : Fin N) : truncatedH N D K (some j) none = K := by
    simp [truncatedH, fullH, a3, b2]
  have e4 (j k : Fin N) : truncatedH N D K (some j) (some k) = if k = j then 2 * D else 0 := by
    by_cases h : k = j <;> simp [truncatedH, fullH, a4, b1, c1, h]
  constructor
  · simp only [Matrix.mulVec, dotProduct, Fintype.sum_option, e1, e2, zero_mul, zero_add,
      Finset.mul_sum]
  · intro i
    simp only [Matrix.mulVec, dotProduct, Fintype.sum_option, e3, e4, ite_mul, zero_mul,
      Finset.sum_ite_eq', Finset.mem_univ, if_true]
```

## The truncated ground state

Write e = e(N) and take v₀ = e − 2D, vᵢ = K; dividing by √((e − 2D)² + N K²) normalises this vector. The rows give

N K² = e(e − 2D),

K(e − 2D) + 2D K = eK,

so e is an eigenvalue.

Suppose E < e were another. Summing the excited rows gives (E − 2D) Σⱼ vⱼ = N K v₀. Combined with K Σⱼ vⱼ = E v₀ and the secular equation, this becomes

(E − e)(E + e − 2D) v₀ = 0.

Both factors are negative, so v₀ = 0. Then (E − 2D) vᵢ = 0 makes every vᵢ vanish, a contradiction.

```lean
/-- For `D > 0`, the lowest eigenvalue with at most one excited molecule is
`D - √(D² + N K²)`. -/
theorem truncated_lowest (N : ℕ) {D : ℝ} (K : ℝ) (hD : 0 < D) :
    IsLowestEigenvalue (truncatedH N D K) (truncatedEnergy N D K) := by
  obtain ⟨hq, hle⟩ := secular_root (c := N * K ^ 2) hD (by positivity)
  unfold truncatedEnergy
  generalize D - √(D ^ 2 + N * K ^ 2) = e at hq hle ⊢
  constructor
  · refine ⟨fun s => s.elim (e - 2 * D) (fun _ => K), ?_, ?_⟩
    · intro h
      have h0 : e - 2 * D = 0 := congrFun h none
      linarith
    · funext s
      cases s with
      | none =>
        rw [(truncatedH_mulVec D K _).1]
        simp only [Option.elim_none, Option.elim_some, Finset.sum_const, Finset.card_univ,
          Fintype.card_fin, nsmul_eq_mul, Pi.smul_apply, smul_eq_mul]
        linear_combination -hq
      | some i =>
        rw [(truncatedH_mulVec D K _).2]
        simp only [Option.elim_none, Option.elim_some, Pi.smul_apply, smul_eq_mul]
        ring
  · rintro E ⟨v, hv, hE⟩
    have h0 : K * ∑ j, v (some j) = E * v none := by
      rw [← (truncatedH_mulVec D K v).1, hE]; rfl
    have hi (i : Fin N) : K * v none + 2 * D * v (some i) = E * v (some i) := by
      rw [← (truncatedH_mulVec D K v).2, hE]; rfl
    by_contra hcon
    have hlt := not_le.mp hcon
    have hsum : (E - 2 * D) * ∑ j, v (some j) = N * (K * v none) := by
      rw [Finset.mul_sum, Finset.sum_congr rfl (fun i _ =>
        (by linear_combination -hi i : (E - 2 * D) * v (some i) = K * v none))]
      simp
    -- a lower eigenvalue would be a third root of the secular equation
    have hz : ((E - e) * (E + e - 2 * D)) * v none = 0 := by
      linear_combination -(E - 2 * D) * h0 + K * hsum - v none * hq
    have hn : (E - e) * (E + e - 2 * D) ≠ 0 :=
      mul_ne_zero (by linarith : E - e < 0).ne (by linarith : E + e - 2 * D < 0).ne
    have v0 : v none = 0 := (mul_eq_zero.mp hz).resolve_left hn
    apply hv
    funext s
    cases s with
    | none => exact v0
    | some i =>
      have h : (E - 2 * D) * v (some i) = 0 := by linear_combination -hi i + K * v0
      exact (mul_eq_zero.mp h).resolve_left (by linarith : E - 2 * D < 0).ne
```

## The exact ground state

Now let e = e(1). The product state ψ(σ) = Πⱼ x(σⱼ), with x(false) = e − 2D and x(true) = K, satisfies the one-molecule equations

K² = e(e − 2D),

2D K + K(e − 2D) = eK.

Each molecule contributes e, so the total is N e. Dividing by ((e − 2D)² + K²)^(N/2) normalises the state.

For the lower bound, let a and b be the amplitudes of two configurations that differ only in molecule i, with b for the excited one. Put

q = 2D b² + 2K a b − e(a² + b²).

The secular equation gives

(2D − e) q = ((2D − e) b + K a)² ≥ 0,

and 2D − e > 0, so q ≥ 0. Summed over pairs, this bounds the energy of molecule i below by e Σ ψ². Summing over i gives E Σ ψ² ≥ N e Σ ψ² for any eigenvalue E, and Σ ψ² > 0.

```lean
/-- For `D > 0`, the exact lowest eigenvalue of `N` molecules is `N` times
`D - √(D² + K²)`. -/
theorem exact_lowest (N : ℕ) {D : ℝ} (K : ℝ) (hD : 0 < D) :
    IsLowestEigenvalue (fullH N D K) (N * (D - √(D ^ 2 + K ^ 2))) := by
  obtain ⟨hq, hle⟩ := secular_root (c := K ^ 2) hD (sq_nonneg K)
  generalize D - √(D ^ 2 + K ^ 2) = e at hq hle ⊢
  have ht (i : Fin N) (σ : Fin N → Bool) : toggle i σ i = !σ i := by simp [toggle]
  constructor
  · -- the product of one-molecule ground states
    obtain ⟨x, xf, xt⟩ : ∃ x : Bool → ℝ, x false = e - 2 * D ∧ x true = K :=
      ⟨fun b => if b then K else e - 2 * D, by simp, by simp⟩
    refine ⟨fun σ => ∏ j, x (σ j), ?_, ?_⟩
    · intro h
      have hx : x false ≠ 0 := by
        rw [xf]
        exact (by linarith : e - 2 * D < 0).ne
      have hp : (∏ _j : Fin N, x false) ≠ 0 := Finset.prod_ne_zero_iff.mpr fun _ _ => hx
      exact hp (congrFun h fun _ => false)
    · funext σ
      have key (i : Fin N) : (if σ i then 2 * D else 0) * ∏ j, x (σ j) +
          K * ∏ j, x (toggle i σ j) = e * ∏ j, x (σ j) := by
        have hr : ∏ j ∈ Finset.univ.erase i, x (toggle i σ j) =
            ∏ j ∈ Finset.univ.erase i, x (σ j) :=
          Finset.prod_congr rfl fun j hj => by simp [toggle, Finset.ne_of_mem_erase hj]
        have hA : ∏ j, x (σ j) = x (σ i) * ∏ j ∈ Finset.univ.erase i, x (σ j) :=
          (Finset.mul_prod_erase _ (fun j => x (σ j)) (Finset.mem_univ i)).symm
        have hB : ∏ j, x (toggle i σ j) = x (!σ i) * ∏ j ∈ Finset.univ.erase i, x (σ j) := by
          rw [← hr, ← ht]
          exact (Finset.mul_prod_erase _ (fun j => x (toggle i σ j)) (Finset.mem_univ i)).symm
        rw [hA, hB]
        generalize ∏ j ∈ Finset.univ.erase i, x (σ j) = P
        cases σ i
        · simp only [xf, xt, Bool.not_false, Bool.false_eq_true, ↓reduceIte]
          linear_combination -P * hq
        · simp only [xf, xt, Bool.not_true, ↓reduceIte]
          ring
      rw [fullH_mulVec]
      exact (Finset.sum_congr rfl fun i _ => key i).trans (by simp [mul_assoc])
  · rintro E ⟨ψ, hψ, hE⟩
    have hpos : 0 < ∑ σ, ψ σ ^ 2 := by
      obtain ⟨σ, hσ⟩ := Function.ne_iff.mp hψ
      have h : ψ σ ≠ 0 := hσ
      exact Finset.sum_pos' (fun _ _ => sq_nonneg _) ⟨σ, Finset.mem_univ _, by positivity⟩
    -- the two-level energy form is bounded below by `e`
    have hquad (a b : ℝ) : 0 ≤ 2 * D * b ^ 2 + 2 * K * a * b - e * (a ^ 2 + b ^ 2) := by
      have hd : 0 < 2 * D - e := by linarith
      refine (mul_nonneg_iff_of_pos_left hd).mp ?_
      have h : (2 * D - e) * (2 * D * b ^ 2 + 2 * K * a * b - e * (a ^ 2 + b ^ 2)) =
          ((2 * D - e) * b + K * a) ^ 2 := by linear_combination a ^ 2 * hq
      rw [h]
      positivity
    -- pair every configuration with its partner under toggling molecule `i`
    have bond (i : Fin N) : e * ∑ σ, ψ σ ^ 2 ≤
        ∑ σ, ψ σ * ((if σ i then 2 * D else 0) * ψ σ + K * ψ (toggle i σ)) := by
      have inv : Function.Involutive (toggle i) := fun σ => by
        funext j
        by_cases h : j = i <;> simp [toggle, h]
      let f : (Fin N → Bool) → ℝ := fun σ =>
        ψ σ * ((if σ i then 2 * D else 0) * ψ σ + K * ψ (toggle i σ)) - e * ψ σ ^ 2
      have hs : ∑ σ, f (toggle i σ) = ∑ σ, f σ :=
        Equiv.sum_comp (Function.Involutive.toPerm _ inv) f
      have hp : 0 ≤ ∑ σ, (f σ + f (toggle i σ)) := Finset.sum_nonneg fun σ _ => by
        simp only [f, inv σ, ht]
        cases σ i
        · simp only [Bool.not_false, Bool.false_eq_true, ↓reduceIte]
          linarith [hquad (ψ σ) (ψ (toggle i σ))]
        · simp only [Bool.not_true, Bool.false_eq_true, ↓reduceIte]
          linarith [hquad (ψ (toggle i σ)) (ψ σ)]
      rw [Finset.sum_add_distrib, hs] at hp
      have hf : ∑ σ, f σ = ∑ σ, ψ σ * ((if σ i then 2 * D else 0) * ψ σ +
          K * ψ (toggle i σ)) - e * ∑ σ, ψ σ ^ 2 := by
        simp only [f, Finset.sum_sub_distrib, Finset.mul_sum]
      linarith
    have hsum : E * ∑ σ, ψ σ ^ 2 =
        ∑ i, ∑ σ, ψ σ * ((if σ i then 2 * D else 0) * ψ σ + K * ψ (toggle i σ)) := by
      rw [Finset.sum_comm, Finset.mul_sum]
      refine Finset.sum_congr rfl fun σ _ => ?_
      rw [← Finset.mul_sum, ← fullH_mulVec D K ψ σ, hE]
      simp only [Pi.smul_apply, smul_eq_mul]
      ring
    have hge := Finset.sum_le_sum fun i (_ : i ∈ Finset.univ) => bond i
    rw [← hsum, Finset.sum_const, Finset.card_univ, Fintype.card_fin, nsmul_eq_mul] at hge
    exact le_of_mul_le_mul_right (by linarith) hpos
```

The pairing needs no list of pairs. Switching twice restores σ, so `Function.Involutive.toPerm` makes `toggle i` a permutation, and `Equiv.sum_comp` gives Σ f(tᵢσ) = Σ f(σ). Adding the two sums counts every pair twice, which leaves the sign unchanged.

## Energy per molecule

For N ≥ 1, multiply and divide by √(D² + N K²) + D:

|e(N)|/N = (√(D² + N K²) − D)/N = K²/(D + √(D² + N K²)).

```lean
/-- For `D > 0` and at least one molecule, the magnitude of the truncated energy per molecule
is `K² / (D + √(D² + N K²))`. -/
theorem energy_per_molecule {N : ℕ} {D : ℝ} (K : ℝ) (hD : 0 < D) (hN : 1 ≤ N) :
    |truncatedEnergy N D K| / N = K ^ 2 / (D + √(D ^ 2 + N * K ^ 2)) := by
  have hle := (secular_root (c := N * K ^ 2) hD (by positivity)).2
  have hs : √(D ^ 2 + N * K ^ 2) ^ 2 = D ^ 2 + N * K ^ 2 := Real.sq_sqrt (by positivity)
  have hN' : (N : ℝ) ≠ 0 := by
    have : N ≠ 0 := by omega
    exact_mod_cast this
  have hd : D + √(D ^ 2 + N * K ^ 2) ≠ 0 := by positivity
  unfold truncatedEnergy
  rw [abs_of_nonpos hle, div_eq_div_iff hN' hd]
  linear_combination hs
```

For K ≠ 0 the denominator grows strictly with N and without bound. The main theorem therefore says that, for D, K > 0, the lowest eigenvalue of the truncated matrix is e(N) and that of the full matrix is N e(1), and that |e(N)|/N strictly decreases from N = 1 on and tends to zero.

```lean
/-- For `D, K > 0`, the restricted and full Hamiltonians have lowest eigenvalues
`D - √(D² + N K²)` and `N (D - √(D² + K²))`. The magnitude of the former per molecule strictly
decreases with the number of molecules, from one molecule on, and tends to zero. -/
theorem truncation_not_size_consistent {D K : ℝ} (hD : 0 < D) (hK : 0 < K) :
    (∀ N, IsLowestEigenvalue (truncatedH N D K) (truncatedEnergy N D K)) ∧
    (∀ N : ℕ, IsLowestEigenvalue (fullH N D K) (N * (D - √(D ^ 2 + K ^ 2)))) ∧
    (∀ M N : ℕ, 1 ≤ M → M < N →
      |truncatedEnergy N D K| / N < |truncatedEnergy M D K| / M) ∧
    Tendsto (fun N : ℕ => |truncatedEnergy N D K| / N) atTop (𝓝 0) := by
  have hK2 : 0 < K ^ 2 := by positivity
  refine ⟨fun N => truncated_lowest N K hD, fun N => exact_lowest N K hD, ?_, ?_⟩
  · intro M N hM hMN
    rw [energy_per_molecule K hD hM, energy_per_molecule K hD (by omega)]
    have hc : (M : ℝ) < N := by exact_mod_cast hMN
    have hlt : √(D ^ 2 + M * K ^ 2) < √(D ^ 2 + N * K ^ 2) :=
      Real.sqrt_lt_sqrt (by positivity) (by nlinarith [mul_lt_mul_of_pos_right hc hK2])
    exact div_lt_div_of_pos_left hK2 (by positivity) (by linarith)
  · -- the denominator of the closed form grows without bound
    have h1 : Tendsto (fun N : ℕ => (N : ℝ) * K ^ 2) atTop atTop :=
      tendsto_natCast_atTop_atTop.atTop_mul_const hK2
    have h2 : Tendsto (fun N : ℕ => D + √(D ^ 2 + N * K ^ 2)) atTop atTop :=
      tendsto_atTop_add_const_left _ D
        (Real.tendsto_sqrt_atTop.comp (tendsto_atTop_add_const_left _ (D ^ 2) h1))
    have h3 : Tendsto (fun N : ℕ => K ^ 2 / (D + √(D ^ 2 + N * K ^ 2))) atTop (𝓝 0) :=
      tendsto_const_nhds.div_atTop h2
    refine h3.congr' ?_
    filter_upwards [eventually_ge_atTop 1] with N hN
    exact (energy_per_molecule K hD hN).symm
```

Strict decrease needs K ≠ 0: at K = 0 every e(N) is zero.

For N ≥ 2, comparison with one molecule gives −e(N)/N < −e(1), that is,

N e(1) < e(N).

The truncated energy is too high; at N = 1 the two agree.

```lean
/-- For `D, K > 0` and at least two molecules, the exact energy lies strictly below the
truncated one. -/
theorem exact_lt_truncated {N : ℕ} {D K : ℝ} (hD : 0 < D) (hK : 0 < K) (hN : 2 ≤ N) :
    N * (D - √(D ^ 2 + K ^ 2)) < truncatedEnergy N D K := by
  have h := (truncation_not_size_consistent hD hK).2.2.1 1 N le_rfl (by omega)
  have hn := (secular_root (c := N * K ^ 2) hD (by positivity)).2
  have h1 := (secular_root (c := K ^ 2) hD (sq_nonneg K)).2
  have hN' : (0 : ℝ) < N := by
    have : 0 < N := by omega
    exact_mod_cast this
  simp only [truncatedEnergy, Nat.cast_one, one_mul, div_one] at h ⊢
  rw [abs_of_nonpos hn, abs_of_nonpos h1, div_lt_iff₀ hN'] at h
  linarith

end

end TruncatedDoubles
```

The step left to the physics is the reduction of a real molecule, with its many orbitals and excitations, to two configurations with given D and K.

```lean
#print axioms TruncatedDoubles.energy_per_molecule
#print axioms TruncatedDoubles.exact_lt_truncated
```

```
'TruncatedDoubles.energy_per_molecule' depends on axioms: [propext, Classical.choice, Quot.sound]
'TruncatedDoubles.exact_lt_truncated' depends on axioms: [propext, Classical.choice, Quot.sound]
```
